# Error bounds for subspace iteration and Chebyshev filtering when the trial space projects onto the wanted eigenvectors

A mean-field Hamiltonian in a large finite basis has far more eigenvectors than there are occupied orbitals. To find the few that are wanted, one can take a block of trial vectors and apply a polynomial in the matrix, chosen to damp the unwanted components relative to the wanted ones. Plain powers of the matrix favour the eigenvalues of largest modulus, which need not belong to the occupied orbitals; a Chebyshev polynomial can instead damp a chosen interval relative to the levels outside it. How close does the filtered block come to each wanted eigenvector, and what condition on the starting block is enough?

## Filters, wanted states and trial spaces

Let \(E\) be a finite-dimensional real or complex inner product space with an orthonormal basis \(u_j\), and let \(A\) be a linear operator with \(Au_j=\lambda_ju_j\) and every \(\lambda_j\) real. Such an \(A\) is Hermitian, and the spectral theorem supplies such a basis for every Hermitian operator. In the code the scalars are `𝕜`, the labels `j` come from a finite type `ι`, and the eigenvalues are a real function `l`.

```lean
import Mathlib

open scoped Polynomial

namespace SubspaceIteration

noncomputable section

variable {𝕜 E ι : Type*} [RCLike 𝕜] [NormedAddCommGroup E] [InnerProductSpace 𝕜 E] [Fintype ι]
```

A filter is the operator \(p(A)\) for a real polynomial \(p\).

```lean
/-- The filter operator `p(A)` for a real polynomial `p`. -/
def filterOp (A : Module.End 𝕜 E) (p : ℝ[X]) : Module.End 𝕜 E :=
  Polynomial.aeval A (p.map (algebraMap ℝ 𝕜))
```

The labels of the wanted eigenvectors form a set \(W\), and these eigenvectors span the wanted space.

```lean
/-- The span of the wanted eigenvectors, those with labels in `W`. -/
def wantedSpace (u : OrthonormalBasis ι 𝕜 E) (W : Set ι) : Submodule 𝕜 E :=
  Submodule.span 𝕜 (u '' W)
```

The trial space \(S\) is a subspace of \(E\). Let \(P\) be the orthogonal projection onto the wanted space, `starProjection` in Mathlib. The hypothesis on \(S\) is that \(P\) maps it onto the whole wanted space. Physically, every nonzero state in the wanted space overlaps with some trial vector. The projection need not be one-to-one, so \(S\) may be larger than the wanted space and contain guard vectors.

```lean
/-- The trial space `S` projects orthogonally onto the whole wanted space. -/
def ProjectsOnto [FiniteDimensional 𝕜 E] (u : OrthonormalBasis ι 𝕜 E) (W : Set ι)
    (S : Submodule 𝕜 E) : Prop :=
  ∀ y ∈ wantedSpace u W, ∃ s ∈ S, (wantedSpace u W).starProjection s = y
```

For an interval \([a,b]\) with \(a<b\), the Chebyshev filter of degree \(d\) is

\[
q_d(\lambda)=T_d\!\left(\frac{2}{b-a}\Bigl(\lambda-\frac{a+b}{2}\Bigr)\right),
\]

where \(T_d\) is the Chebyshev polynomial of the first kind. The inner map carries \([a,b]\) to \([-1,1]\).

```lean
/-- The Chebyshev polynomial of degree `d`, shifted and scaled so that the interval
`[a, b]`, with `a < b`, is mapped to `[-1, 1]`. -/
def chebyshevFilter (a b : ℝ) (d : ℕ) : ℝ[X] :=
  (Polynomial.Chebyshev.T ℝ d).comp
    (Polynomial.C (2 / (b - a)) * (Polynomial.X - Polynomial.C ((a + b) / 2)))
```

## (a) A filter multiplies an eigenvector by a number

**Task.** Let \(Av=\lambda v\) with \(\lambda\) real. Show that

\[
p(A)v=p(\lambda)v .
\]

**Solution.** Applying \(A\) repeatedly gives \(A^rv=\lambda^rv\) for every \(r\ge 0\). With \(p(X)=\sum_r c_rX^r\),

\[
p(A)v=\sum_r c_rA^rv=\sum_r c_r\lambda^rv=p(\lambda)v .
\]

The Lean proof treats \(v=0\) separately, because Mathlib's eigenvectors are nonzero by definition. For \(v\ne0\) it uses Mathlib's version of this calculation, and `he` identifies the value of the polynomial over `𝕜` with the real number \(p(\lambda)\).

```lean
/-- A polynomial filter multiplies an eigenvector by the value of the polynomial at
its eigenvalue. -/
theorem filterOp_eigenvector {A : Module.End 𝕜 E} {v : E} {l : ℝ}
    (h : A v = (l : 𝕜) • v) (p : ℝ[X]) :
    filterOp A p v = ((p.eval l : ℝ) : 𝕜) • v := by
  by_cases hv : v = 0
  · simp [hv]
  have he : (p.map (algebraMap ℝ 𝕜)).eval (l : 𝕜) = ((p.eval l : ℝ) : 𝕜) := by
    rw [Polynomial.eval_map]
    exact Polynomial.eval₂_at_apply (algebraMap ℝ 𝕜) l
  have hvec : Module.End.HasEigenvector A (l : 𝕜) v :=
    ⟨Module.End.mem_eigenspace_iff.mpr h, hv⟩
  rw [filterOp, Module.End.aeval_apply_of_hasEigenvector hvec, he]
```

## (b) Damping of the unwanted components

**Task.** Let \(\eta\ge 0\) satisfy \(|p(\lambda_j)|\le\eta\) for all \(j\notin W\), and let \(e\) have no wanted components, so that \(\langle u_j,e\rangle=0\) for \(j\in W\). Show that

\[
\|p(A)e\|\le\eta\,\|e\| .
\]

**Solution.** Expand \(e=\sum_j\langle u_j,e\rangle u_j\). By (a), \(p(A)e=\sum_jp(\lambda_j)\langle u_j,e\rangle u_j\). Since the basis is orthonormal,

\[
\|p(A)e\|^2=\sum_{j}|p(\lambda_j)|^2|\langle u_j,e\rangle|^2
\le\eta^2\sum_{j}|\langle u_j,e\rangle|^2=\eta^2\|e\|^2 .
\]

The inequality holds term by term: for \(j\in W\) both sides vanish, and for \(j\notin W\) it is the bound on \(p\). Take square roots.

In the code, `hc` gives the components of \(p(A)e\) and `hP` is the sum of squares for the norm. The final case split on `j ∈ W` is the term-by-term comparison.

```lean
/-- Let `A` have an orthonormal eigenbasis with real eigenvalues. If a filter is bounded in modulus
by `η` on the unwanted eigenvalues, it scales the norm of a vector without wanted components by at
most `η`. -/
theorem filterOp_norm_le {A : Module.End 𝕜 E} {u : OrthonormalBasis ι 𝕜 E} {l : ι → ℝ}
    (hA : ∀ j, A (u j) = (l j : 𝕜) • u j) {W : Set ι} {p : ℝ[X]} {η : ℝ} (hη : 0 ≤ η)
    (hp : ∀ j ∉ W, |p.eval (l j)| ≤ η) {e : E} (he : ∀ j ∈ W, inner 𝕜 (u j) e = 0) :
    ‖filterOp A p e‖ ≤ η * ‖e‖ := by
  classical
  have hF : ∀ j, filterOp A p (u j) = ((p.eval (l j) : ℝ) : 𝕜) • u j :=
    fun j => filterOp_eigenvector (hA j) p
  -- the filter acts on each eigen-component separately
  have hc : ∀ j, inner 𝕜 (u j) (filterOp A p e)
      = ((p.eval (l j) : ℝ) : 𝕜) * inner 𝕜 (u j) e := by
    intro j
    conv_lhs => rw [← u.sum_repr' e]
    simp only [map_sum, map_smul, hF, inner_sum, inner_smul_right,
      orthonormal_iff_ite.mp u.orthonormal, mul_ite, mul_one, mul_zero,
      Finset.sum_ite_eq, Finset.mem_univ, if_true]
    ring
  have hP : ∀ x : E, ‖x‖ ^ 2 = ∑ j, ‖inner 𝕜 (u j) x‖ ^ 2 := by
    intro x
    rw [← u.repr.norm_map x, EuclideanSpace.norm_sq_eq]
    simp only [u.repr_apply_apply]
  -- compare the squared norms component by component
  refine (sq_le_sq₀ (norm_nonneg _) (by positivity)).mp ?_
  rw [mul_pow, hP (filterOp A p e), hP e, Finset.mul_sum]
  refine Finset.sum_le_sum fun j _ => ?_
  by_cases hj : j ∈ W
  · rw [hc, he j hj]
    simp
  · rw [hc, norm_mul, RCLike.norm_ofReal, mul_pow]
    exact mul_le_mul_of_nonneg_right
      (pow_le_pow_left₀ (abs_nonneg _) (hp j hj) 2) (sq_nonneg _)
```

## (c) A trial vector with only unwanted error

**Task.** Let \(S\) project onto the wanted space and let \(i\in W\). Find \(s\in S\) with

\[
\langle u_j,\,s-u_i\rangle=0\qquad\text{for all } j\in W .
\]

**Solution.** Since \(u_i\) lies in the wanted space, some \(s\in S\) has \(Ps=u_i\). Then \(s-u_i=s-Ps\), which is orthogonal to the wanted space and hence to every \(u_j\) with \(j\in W\).

The proof takes the same route: `obtain` extracts \(s\), and `sub_starProjection_mem_orthogonal` is the orthogonality of \(s-Ps\).

```lean
variable [FiniteDimensional 𝕜 E]

/-- If `S` projects onto the wanted space, it contains a vector that differs from a given
wanted eigenvector only by unwanted components. -/
theorem exists_seed {u : OrthonormalBasis ι 𝕜 E} {W : Set ι} {S : Submodule 𝕜 E}
    (hS : ProjectsOnto u W S) {i : ι} (hi : i ∈ W) :
    ∃ s ∈ S, ∀ j ∈ W, inner 𝕜 (u j) (s - u i) = 0 := by
  obtain ⟨s, hs, hsi⟩ := hS (u i) (Submodule.subset_span ⟨i, hi, rfl⟩)
  refine ⟨s, hs, fun j hj => ?_⟩
  have h := (wantedSpace u W).sub_starProjection_mem_orthogonal s
  rw [hsi] at h
  have hju : u j ∈ wantedSpace u W := Submodule.subset_span ⟨j, hj, rfl⟩
  exact Submodule.inner_right_of_mem_orthogonal hju h
```

## (d) One constant for every filter

**Task.** With \(S\) and \(i\) as in (c), find a constant \(C\) that works for every \(p\) with \(p(\lambda_i)\neq0\) and every \(\eta\ge0\) that bounds \(|p|\) on the unwanted eigenvalues: some \(x\in p(A)S\) satisfies

\[
\|x-u_i\|\le C\,\frac{\eta}{|p(\lambda_i)|} .
\]

**Solution.** Take \(s\) from (c) and put \(x=p(A)s/p(\lambda_i)\), which lies in \(p(A)S\). By (a), \(u_i=p(A)u_i/p(\lambda_i)\), so

\[
x-u_i=\frac{p(A)(s-u_i)}{p(\lambda_i)} .
\]

The error \(s-u_i\) has no wanted components, so (b) gives

\[
\|x-u_i\|\le\frac{\eta}{|p(\lambda_i)|}\,\|s-u_i\| .
\]

Hence \(C=\|s-u_i\|\), a number fixed before the filter is chosen.

In Lean, \(p(A)S\) is `S.map (filterOp A p)`, and `∃ C` stands before the quantifier over \(p\). The step `hx` is the identity for \(x-u_i\), and the `calc` block applies (b).

```lean
/-- Filtered subspace bound: let `A` have an orthonormal eigenbasis with real eigenvalues. If `S`
projects onto the wanted space, one constant serves all polynomial filters that do not vanish at the
wanted eigenvalue. The error is at most this constant times the ratio of a bound on the unwanted
filter values to the wanted one. -/
theorem filtered_subspace_bound {A : Module.End 𝕜 E} {u : OrthonormalBasis ι 𝕜 E} {l : ι → ℝ}
    (hA : ∀ j, A (u j) = (l j : 𝕜) • u j) {W : Set ι} {S : Submodule 𝕜 E}
    (hS : ProjectsOnto u W S) {i : ι} (hi : i ∈ W) :
    ∃ C : ℝ, ∀ (p : ℝ[X]) (η : ℝ), 0 ≤ η → (∀ j ∉ W, |p.eval (l j)| ≤ η) →
      p.eval (l i) ≠ 0 →
      ∃ x ∈ S.map (filterOp A p), ‖x - u i‖ ≤ C * (η / |p.eval (l i)|) := by
  obtain ⟨s, hs, he⟩ := exists_seed hS hi
  refine ⟨‖s - u i‖, fun p η hη hp h0 => ?_⟩
  have hc : ((p.eval (l i) : ℝ) : 𝕜) ≠ 0 := RCLike.ofReal_ne_zero.mpr h0
  refine ⟨((p.eval (l i) : ℝ) : 𝕜)⁻¹ • filterOp A p s,
    Submodule.smul_mem _ _ (Submodule.mem_map_of_mem hs), ?_⟩
  -- the new error is the filtered and rescaled old error
  have hx : ((p.eval (l i) : ℝ) : 𝕜)⁻¹ • filterOp A p s - u i
      = ((p.eval (l i) : ℝ) : 𝕜)⁻¹ • filterOp A p (s - u i) := by
    rw [map_sub, filterOp_eigenvector (hA i), smul_sub, smul_smul, inv_mul_cancel₀ hc, one_smul]
  rw [hx, norm_smul, norm_inv, RCLike.norm_ofReal]
  calc |p.eval (l i)|⁻¹ * ‖filterOp A p (s - u i)‖
      ≤ |p.eval (l i)|⁻¹ * (η * ‖s - u i‖) :=
        mul_le_mul_of_nonneg_left (filterOp_norm_le hA hη hp he) (by positivity)
    _ = ‖s - u i‖ * (η / |p.eval (l i)|) := by ring
```

## (e) Subspace iteration with powers of A

**Task.** Number the eigenvectors \(u_0,\dots,u_{n-1}\) so that \(|\lambda_j|\) is nonincreasing. Let \(m<n\), let \(S\) project onto the span of \(u_0,\dots,u_{m-1}\), and let \(i<m\) with \(\lambda_i\ne0\). Show that one \(C\) serves all \(k\ge0\): some \(x\in A^kS\) satisfies

\[
\|x-u_i\|\le C\left|\frac{\lambda_m}{\lambda_i}\right|^k .
\]

**Solution.** Use \(p(X)=X^k\) in (d). Every unwanted label has \(j\ge m\), so \(|p(\lambda_j)|=|\lambda_j|^k\le|\lambda_m|^k\), and we may take \(\eta=|\lambda_m|^k\). Also \(p(\lambda_i)=\lambda_i^k\neq0\). The quotient in (d) is then \(|\lambda_m/\lambda_i|^k\).

Counting from zero, \(\lambda_m\) is the largest unwanted eigenvalue in modulus, written `l ⟨m, hm⟩`. The ordering is `Antitone fun j => |l j|`, and `hX` identifies the filter \(X^k\) with `A ^ k`. The bound tends to zero when \(|\lambda_m|<|\lambda_i|\); for equal moduli it stays constant. The theorem says that an approximation within this bound exists in \(A^kS\), not which vector a Rayleigh–Ritz step would select, and it does not model rounding errors.

```lean
/-- Error bound for subspace iteration: let `A` have an orthonormal eigenbasis with real
eigenvalues, ordered by nonincreasing modulus, and let `S` project onto the span of the first `m`
eigenvectors. For each of these with nonzero eigenvalue, `A^k S` contains an approximation with
error at most `C |l_m / l_i|^k`, counting from zero. -/
theorem subspace_iteration_converges {n m : ℕ} (hm : m < n) {A : Module.End 𝕜 E}
    {u : OrthonormalBasis (Fin n) 𝕜 E} {l : Fin n → ℝ}
    (hA : ∀ j, A (u j) = (l j : 𝕜) • u j) (hl : Antitone fun j => |l j|)
    {S : Submodule 𝕜 E} (hS : ProjectsOnto u {j | j.val < m} S)
    {i : Fin n} (hi : i.val < m) (h0 : l i ≠ 0) :
    ∃ C : ℝ, ∀ k : ℕ, ∃ x ∈ S.map (A ^ k), ‖x - u i‖ ≤ C * |l ⟨m, hm⟩ / l i| ^ k := by
  obtain ⟨C, hC⟩ := filtered_subspace_bound hA hS (i := i) hi
  refine ⟨C, fun k => ?_⟩
  -- power iteration is the filter `X ^ k`
  have h := hC (Polynomial.X ^ k) (|l ⟨m, hm⟩| ^ k) (by positivity)
    (fun j hj => by
      rw [Polynomial.eval_pow, Polynomial.eval_X, abs_pow]
      have hmj : (⟨m, hm⟩ : Fin n) ≤ j :=
        Fin.le_def.mpr (not_lt.mp (show ¬ j.val < m from hj))
      exact pow_le_pow_left₀ (abs_nonneg _) (hl hmj) k)
    (by rw [Polynomial.eval_pow, Polynomial.eval_X]; exact pow_ne_zero k h0)
  have hX : filterOp A (Polynomial.X ^ k) = A ^ k := by simp [filterOp]
  rw [hX, Polynomial.eval_pow, Polynomial.eval_X, abs_pow, ← div_pow, ← abs_div] at h
  exact h
```

The same argument covers shift-and-invert iteration for interior eigenvalues. Let \(\sigma\) be real and not an eigenvalue, and number the eigenvectors so that \(|\lambda_j-\sigma|\) is nondecreasing. The operator \((A-\sigma I)^{-1}\) has the same eigenvectors, with eigenvalues \(1/(\lambda_j-\sigma)\). If \(S\) projects onto the span of the first \(m\) of them, the factor in the error bound for \(i<m\) becomes \(|(\lambda_i-\sigma)/(\lambda_m-\sigma)|\) per step.

## (f) Chebyshev filtering

**Task.** Let all unwanted eigenvalues lie in \([a,b]\) with \(a<b\), and let \(S\) and \(i\) be as in (c). Show that one \(C\) serves all degrees \(d\) with \(q_d(\lambda_i)\ne0\): some \(x\in q_d(A)S\) satisfies

\[
\|x-u_i\|\le\frac{C}{|q_d(\lambda_i)|} .
\]

**Solution.** For \(\lambda_j\in[a,b]\) the argument of \(T_d\) lies in \([-1,1]\), so it equals \(\cos\theta\) for some \(\theta\). Then \(|q_d(\lambda_j)|=|T_d(\cos\theta)|=|\cos d\theta|\le1\). Apply (d) with \(\eta=1\).

The steps `hlo` and `hhi` place the argument in \([-1,1]\), and `hT` is the cosine identity with \(\theta\) written as an arccosine.

For a fixed finite-dimensional Hamiltonian whose occupied levels all lie strictly below the unoccupied ones, \([a,b]\) can cover the unoccupied levels while the occupied ones lie below \(a\); updating the Hamiltonian in a self-consistent cycle is not included. The growth of the denominator is a separate, classical fact that the theorem leaves to the reader: for \(\lambda_i\) outside \([a,b]\), where the argument \(t\) of \(T_d\) has \(|t|>1\), one has \(|T_d(t)|=\cosh(d\,\operatorname{arcosh}|t|)\), which grows exponentially with \(d\).

```lean
/-- Chebyshev filtering: let `A` have an orthonormal eigenbasis with real eigenvalues, let the
unwanted ones lie in `[a, b]` with `a < b`, and let `S` project onto the wanted space. For every
degree at which the filter does not vanish at the wanted eigenvalue, the error is at most a fixed
constant divided by the modulus of the filter there. -/
theorem chebyshev_filtering {A : Module.End 𝕜 E} {u : OrthonormalBasis ι 𝕜 E} {l : ι → ℝ}
    (hA : ∀ j, A (u j) = (l j : 𝕜) • u j) {W : Set ι} {S : Submodule 𝕜 E}
    (hS : ProjectsOnto u W S) {i : ι} (hi : i ∈ W) {a b : ℝ} (hab : a < b)
    (hW : ∀ j ∉ W, l j ∈ Set.Icc a b) :
    ∃ C : ℝ, ∀ d : ℕ, (chebyshevFilter a b d).eval (l i) ≠ 0 →
      ∃ x ∈ S.map (filterOp A (chebyshevFilter a b d)),
        ‖x - u i‖ ≤ C / |(chebyshevFilter a b d).eval (l i)| := by
  obtain ⟨C, hC⟩ := filtered_subspace_bound hA hS hi
  refine ⟨C, fun d hd => ?_⟩
  have h := hC (chebyshevFilter a b d) 1 zero_le_one (fun j hj => by
    obtain ⟨h1, h2⟩ := hW j hj
    have hpos : 0 < b - a := sub_pos.mpr hab
    have hlo : -1 ≤ 2 / (b - a) * (l j - (a + b) / 2) := by
      rw [div_mul_eq_mul_div, le_div_iff₀ hpos]; linarith
    have hhi : 2 / (b - a) * (l j - (a + b) / 2) ≤ 1 := by
      rw [div_mul_eq_mul_div, div_le_iff₀ hpos]; linarith
    -- on `[-1, 1]` a Chebyshev polynomial is a cosine
    have hT := Polynomial.Chebyshev.T_real_cos
      (Real.arccos (2 / (b - a) * (l j - (a + b) / 2))) d
    rw [Real.cos_arccos hlo hhi] at hT
    simp only [chebyshevFilter, Polynomial.eval_comp, Polynomial.eval_mul, Polynomial.eval_C,
      Polynomial.eval_sub, Polynomial.eval_X]
    rw [hT]
    exact Real.abs_cos_le_one _) hd
  rwa [mul_one_div] at h
```

## (g) A tilted line that meets the projection hypothesis

**Task.** In two dimensions, let \(S\) be the line through \(u_0+u_1\), which contains the unit vector \((u_0+u_1)/\sqrt2\), and let \(u_0\) be the only wanted eigenvector. Show that

\[
P\bigl(c\,(u_0+u_1)\bigr)=c\,u_0\qquad\text{for every scalar } c,
\]

so that \(S\) projects onto the wanted line.

**Solution.** The difference \(c(u_0+u_1)-cu_0=cu_1\) is orthogonal to \(u_0\), so \(cu_0\) is the projection. Every vector of the wanted line has this form.

In Lean, `hW` reduces the wanted space to the span of `u 0`, and the closing rewrite checks the orthogonality.

```lean
/-- In two dimensions the line through `u 0 + u 1` projects onto the line through `u 0`. -/
theorem tilted_line_projects (u : OrthonormalBasis (Fin 2) 𝕜 E) :
    ProjectsOnto u {j | j.val < 1} (Submodule.span 𝕜 {u 0 + u 1}) := by
  have hW : wantedSpace u {j | j.val < 1} = Submodule.span 𝕜 {u 0} := by
    have h : {j : Fin 2 | j.val < 1} = {0} := by
      ext j
      fin_cases j <;> simp
    rw [wantedSpace, h, Set.image_singleton]
  intro y hy
  have hy' := hy
  rw [hW] at hy'
  obtain ⟨c, rfl⟩ := Submodule.mem_span_singleton.mp hy'
  refine ⟨c • (u 0 + u 1), Submodule.smul_mem _ _ (Submodule.mem_span_singleton_self _), ?_⟩
  refine Submodule.eq_starProjection_of_mem_orthogonal hy ?_
  rw [hW, smul_add, add_sub_cancel_left, Submodule.mem_orthogonal_singleton_iff_inner_right,
    inner_smul_right, u.orthonormal.2 (by decide : (0 : Fin 2) ≠ 1), mul_zero]
```

## (h) A concrete matrix

**Task.** For \(A=\operatorname{diag}(2,1)\), the standard basis \(e_0,e_1\) and the line \(S\) through \(e_0+e_1\), verify

\[
Ae_0=2e_0,\qquad Ae_1=e_1,\qquad |2|\ge|1|,
\]

and that \(S\) projects onto the line through \(e_0\).

**Solution.** The first three relations are read off the matrix, and the last claim is (g) with \(u_j=e_j\). Since \(\lambda_0=2\neq0\), part (e) applies with \(m=1\) and \(i=0\). Here \(A^k(e_0+e_1)=2^ke_0+e_1\), and dividing by \(2^k\) gives a vector at distance exactly \(2^{-k}\) from \(e_0\).

The three conjuncts of the theorem are the eigenvector equations, the ordering and the projection. `Matrix.toEuclideanLin` turns the matrix into a linear map.

```lean
/-- The matrix `diag(2, 1)` with the standard basis, and the line through `(1, 1)`, meet the
eigenvector, ordering and projection hypotheses of subspace iteration. -/
theorem subspace_iteration_witness :
    (∀ j, Matrix.toEuclideanLin (Matrix.diagonal ![(2 : ℝ), 1])
        (EuclideanSpace.basisFun (Fin 2) ℝ j)
      = (![(2 : ℝ), 1] j) • EuclideanSpace.basisFun (Fin 2) ℝ j) ∧
    (Antitone fun j => |(![(2 : ℝ), 1] j)|) ∧
    ProjectsOnto (EuclideanSpace.basisFun (Fin 2) ℝ) {j | j.val < 1}
      (Submodule.span ℝ {EuclideanSpace.basisFun (Fin 2) ℝ 0
        + EuclideanSpace.basisFun (Fin 2) ℝ 1}) := by
  refine ⟨fun j => ?_, fun i j hij => ?_, tilted_line_projects _⟩
  · ext i
    fin_cases j <;> fin_cases i <;>
      simp [Matrix.toLpLin_apply]
  · fin_cases i <;> fin_cases j <;> simp at hij ⊢

end

end SubspaceIteration
```

```lean
#print axioms SubspaceIteration.filtered_subspace_bound
#print axioms SubspaceIteration.subspace_iteration_converges
#print axioms SubspaceIteration.chebyshev_filtering
```

```
'SubspaceIteration.filtered_subspace_bound' depends on axioms: [propext, Classical.choice, Quot.sound]
'SubspaceIteration.subspace_iteration_converges' depends on axioms: [propext, Classical.choice, Quot.sound]
'SubspaceIteration.chebyshev_filtering' depends on axioms: [propext, Classical.choice, Quot.sound]
```
